# Projecting out orthonormal core orbitals lowers ‖Vφ‖² by the sum of the squared core overlaps

To measure how much of a potential's action on a valence function the core orbitals can absorb, one applies the potential V to the function φ, takes the overlap of the result with each core orbital c_i, and subtracts the core components. With

b_i = ⟨c_i, Vφ⟩,  w = Vφ − Σ_i b_i c_i,

the squared norm of the remainder w follows from ‖Vφ‖ and the overlaps:

‖w‖² = ‖Vφ‖² − Σ_i |b_i|².

Pseudopotentials of Phillips–Kleinman type also combine the potential with core terms that can partly cancel it. Here V is a one-particle linear operator and there are finitely many orthonormal core orbitals. In the original Phillips–Kleinman operator the core terms have energy-dependent coefficients, in general different from the b_i, and the construction keeps the valence eigenvalues. No Hamiltonian or eigenvalue equation enters below.

## States, core orbitals and potential

The states form a complex inner product space `E`, of finite or infinite dimension. The core orbitals are a family `c : ι → E` with a finite index type `ι`, and `Orthonormal ℂ c` says that ⟨c_i, c_j⟩ = δ_ij. The inner product is linear in its second argument, as in Dirac notation.

```lean
import Mathlib

open scoped InnerProductSpace ComplexConjugate

namespace PhillipsKleinmanCancellation

variable {E ι : Type*} [NormedAddCommGroup E] [InnerProductSpace ℂ E] [Fintype ι]
```

The potential `V : E →ₗ[ℂ] E` is a linear map defined on all of `E`. A potential matrix in a finite orthonormal basis fits this directly; an unbounded operator fits only if `E` is a space of functions that it maps into itself. The function φ need be neither normalised nor orthogonal to the core. The remainder w is called `residual c V φ`.

```lean
/-- The remainder of the potential `V` acting on `φ` after its components along the
core orbitals `c i` have been subtracted. -/
noncomputable def residual (c : ι → E) (V : E →ₗ[ℂ] E) (φ : E) : E :=
  V φ - ∑ i, ⟪c i, V φ⟫_ℂ • c i
```

## The remainder has no core component

Take the overlap of w with a core orbital c_j. Orthonormality leaves one term of the sum:

⟨c_j, w⟩ = b_j − Σ_i b_i ⟨c_j, c_i⟩ = b_j − b_j = 0.

In the proof, `hc.inner_right_fintype` collapses the sum.

```lean
/-- For orthonormal core orbitals, the remainder is orthogonal to every core orbital. -/
theorem core_inner_residual {c : ι → E} (hc : Orthonormal ℂ c) (V : E →ₗ[ℂ] E)
    (φ : E) (j : ι) : ⟪c j, residual c V φ⟫_ℂ = 0 := by
  rw [residual, inner_sub_right, hc.inner_right_fintype, sub_self]
```

## Pythagoras for any core subtraction

A combination of core orbitals with coefficients d_i has squared norm

‖Σ_i d_i c_i‖² = Σ_i Σ_j d_i* d_j ⟨c_i, c_j⟩ = Σ_i |d_i|².

```lean
/-- The squared norm of a combination of orthonormal core orbitals is the sum of the
squared moduli of its coefficients. -/
theorem norm_sq_core_combination {c : ι → E} (hc : Orthonormal ℂ c) (d : ι → ℂ) :
    ‖∑ i, d i • c i‖ ^ 2 = ∑ i, ‖d i‖ ^ 2 := by
  rw [← inner_self_eq_norm_sq (𝕜 := ℂ), hc.inner_sum, map_sum]
  refine Finset.sum_congr rfl fun i _ => ?_
  have h : conj (d i) * d i = ((‖d i‖ ^ 2 : ℝ) : ℂ) := by
    simp [Complex.conj_mul']
  rw [h]
  exact Complex.ofReal_re _
```

Now subtract a core combination with arbitrary coefficients a_i. Adding and removing Σ_i b_i c_i gives

Vφ − Σ_i a_i c_i = w + Σ_i (b_i − a_i) c_i.

The first term on the right is orthogonal to the second, so the cross term in the squared norm vanishes:

‖Vφ − Σ_i a_i c_i‖² = ‖w‖² + Σ_i |b_i − a_i|².

The proof follows the same order: `hsplit` is the decomposition, `horth` the orthogonality, and `norm_add_sq` expands the square.

```lean
/-- Subtracting any combination of orthonormal core orbitals from `V φ` leaves the squared
norm of the remainder plus the squared errors of the coefficients. -/
theorem norm_sq_sub_core_combination {c : ι → E} (hc : Orthonormal ℂ c)
    (V : E →ₗ[ℂ] E) (φ : E) (a : ι → ℂ) :
    ‖V φ - ∑ i, a i • c i‖ ^ 2
      = ‖residual c V φ‖ ^ 2 + ∑ i, ‖⟪c i, V φ⟫_ℂ - a i‖ ^ 2 := by
  -- split into the remainder and a vector in the core span
  have hsplit : V φ - ∑ i, a i • c i
      = residual c V φ + ∑ i, (⟪c i, V φ⟫_ℂ - a i) • c i := by
    simp only [residual, sub_smul, Finset.sum_sub_distrib]
    abel
  have horth : ⟪residual c V φ, ∑ i, (⟪c i, V φ⟫_ℂ - a i) • c i⟫_ℂ = 0 := by
    rw [inner_sum]
    refine Finset.sum_eq_zero fun i _ => ?_
    rw [inner_smul_right, inner_eq_zero_symm.mp (core_inner_residual hc V φ i), mul_zero]
  -- Pythagoras
  rw [hsplit, norm_add_sq (𝕜 := ℂ), horth, norm_sq_core_combination hc, map_zero]
  ring
```

## The norm formula

With every a_i = 0, the last identity reads ‖Vφ‖² = ‖w‖² + Σ_i |b_i|². Rearranged, it is the formula stated at the start.

```lean
/-- Cancellation formula: for orthonormal core orbitals, the squared norm of `V φ` is reduced
by exactly the sum of the squared moduli of its core components. -/
theorem norm_sq_residual {c : ι → E} (hc : Orthonormal ℂ c) (V : E →ₗ[ℂ] E) (φ : E) :
    ‖residual c V φ‖ ^ 2 = ‖V φ‖ ^ 2 - ∑ i, ‖⟪c i, V φ⟫_ℂ‖ ^ 2 := by
  have h := norm_sq_sub_core_combination hc V φ (fun _ => 0)
  simp only [zero_smul, Finset.sum_const_zero, sub_zero] at h
  linarith
```

In a code with a non-orthogonal basis, let S be the overlap matrix, C the matrix of core coefficients with C†SC = 1, and v the coefficient vector of Vφ. If Vφ is not in the span of the basis, v describes its orthogonal projection onto that span, and ‖w‖ below omits the part outside. With M the matrix of elements of V between basis functions and f the coefficient vector of φ, v solves Sv = Mf. Then

b = C†Sv,  w = v − Cb,  ‖w‖² = w†Sw = v†Sv − b†b.

If the last two expressions disagree beyond rounding, the core orbitals are not orthonormal or b or w was computed wrongly. Agreement for one v does not prove orthonormality: with b = 0, for example, they agree whatever C†SC is. When cancellation is nearly complete, v†Sv − b†b subtracts two almost equal numbers and loses digits, so w†Sw is the better value to report.

## No core combination cancels more

In the identity for general a_i, the sum Σ_i |b_i − a_i|² is never negative. Hence

‖w‖ ≤ ‖Vφ − Σ_i a_i c_i‖,

with equality exactly when a_i = b_i for every i. The theorem states both parts. For uniqueness, equal norms make the sum of squared errors zero, and a sum of nonnegative terms vanishes only if each term does.

```lean
/-- No combination of orthonormal core orbitals cancels more of `V φ` than the one with
coefficients `⟪c i, V φ⟫`, and no other coefficients cancel as much. -/
theorem best_cancellation {c : ι → E} (hc : Orthonormal ℂ c) (V : E →ₗ[ℂ] E) (φ : E)
    (a : ι → ℂ) :
    ‖residual c V φ‖ ≤ ‖V φ - ∑ i, a i • c i‖ ∧
      (‖V φ - ∑ i, a i • c i‖ = ‖residual c V φ‖ ↔ ∀ i, a i = ⟪c i, V φ⟫_ℂ) := by
  have key := norm_sq_sub_core_combination hc V φ a
  have hnn : 0 ≤ ∑ i, ‖⟪c i, V φ⟫_ℂ - a i‖ ^ 2 :=
    Finset.sum_nonneg fun i _ => sq_nonneg _
  refine ⟨(sq_le_sq₀ (norm_nonneg _) (norm_nonneg _)).mp (by linarith), ?_, ?_⟩
  · intro h i
    -- equal norms force every coefficient error to vanish
    rw [h] at key
    have hs : ∑ i, ‖⟪c i, V φ⟫_ℂ - a i‖ ^ 2 = 0 := by linarith
    have hi := (Finset.sum_eq_zero_iff_of_nonneg (fun i _ => sq_nonneg _)).mp hs i
      (Finset.mem_univ i)
    exact (sub_eq_zero.mp (norm_eq_zero.mp (pow_eq_zero_iff two_ne_zero |>.mp hi))).symm
  · intro h
    simp only [residual, h]
```

The subtraction with a_i = b_i makes the remainder smallest in the norm of `E`. A small remainder need not be a smooth function of position.

## Complete and absent cancellation

If w = 0, then Vφ = Σ_i b_i c_i lies in the core span. Conversely, if Vφ = Σ_i a_i c_i for some coefficients, subtracting that combination leaves zero. Since w is no longer than this remainder, w = 0. In Lean the core span is `Submodule.span ℂ (Set.range c)`.

```lean
/-- For orthonormal core orbitals, cancellation is complete exactly when `V φ` lies in the
span of the core orbitals. -/
theorem complete_cancellation_iff {c : ι → E} (hc : Orthonormal ℂ c) (V : E →ₗ[ℂ] E)
    (φ : E) : residual c V φ = 0 ↔ V φ ∈ Submodule.span ℂ (Set.range c) := by
  constructor
  · intro h
    rw [sub_eq_zero.mp h]
    exact Submodule.sum_mem _ fun i _ =>
      Submodule.smul_mem _ _ (Submodule.subset_span ⟨i, rfl⟩)
  · intro h
    obtain ⟨a, ha⟩ := (Submodule.mem_span_range_iff_exists_fun ℂ).mp h
    have hle := (best_cancellation hc V φ a).1
    rw [ha, sub_self, norm_zero] at hle
    exact norm_eq_zero.mp (le_antisymm hle (norm_nonneg _))
```

At the other extreme, ‖w‖ = ‖Vφ‖ says that subtracting nothing does as well as the best subtraction. By the uniqueness of the best coefficients, applied with a_i = 0, this happens exactly when b_i = 0 for every i. If Vφ = 0, both criteria hold at once.

```lean
/-- For orthonormal core orbitals, the norm of `V φ` is not reduced at all exactly when `V φ`
is orthogonal to every core orbital. -/
theorem no_cancellation_iff {c : ι → E} (hc : Orthonormal ℂ c) (V : E →ₗ[ℂ] E) (φ : E) :
    ‖residual c V φ‖ = ‖V φ‖ ↔ ∀ i, ⟪c i, V φ⟫_ℂ = 0 := by
  have key : ‖V φ‖ = ‖residual c V φ‖ ↔ ∀ i, (0 : ℂ) = ⟪c i, V φ⟫_ℂ := by
    have h := (best_cancellation hc V φ (fun _ => 0)).2
    simpa only [zero_smul, Finset.sum_const_zero, sub_zero] using h
  exact ⟨fun h i => (key.mp h.symm i).symm, fun h => (key.mpr fun i => (h i).symm).symm⟩
```

Orthonormality matters in all of this. Take E = ℂ, V = 1, φ = 1 and two identical core vectors c_1 = c_2 = 1, which are normalised but not orthogonal. Then b_1 = b_2 = 1 and w = 1 − 2 = −1. The norm formula would give ‖w‖² = 1 − 2 = −1 instead of 1. Both criteria fail too: Vφ lies in the core span although w ≠ 0, and ‖w‖ = ‖Vφ‖ although neither overlap vanishes.

## One pseudopotential for every state

So far φ was fixed. Now consider the operator V − Σ_i |c_i⟩⟨F_i| with arbitrary vectors F_i, which acts as

φ ↦ Vφ − Σ_i ⟨F_i, φ⟩ c_i.

It leaves the smallest remainder on every φ exactly when ⟨F_i, φ⟩ = ⟨c_i, Vφ⟩ for all i and φ. Let V be symmetric, meaning ⟨Vx, y⟩ = ⟨x, Vy⟩, as for a real local potential. Then ⟨c_i, Vφ⟩ = ⟨Vc_i, φ⟩, and the condition becomes F_i = Vc_i. The step from equal inner products to equal vectors is `ext_inner_right`.

```lean
/-- For symmetric `V` and orthonormal core orbitals, the pseudopotential
`V - ∑ |c i⟩⟨F i|` leaves the smallest possible remainder on every state exactly when
`F i = V (c i)` for every core orbital. -/
theorem optimal_pseudopotential_iff {c : ι → E} (hc : Orthonormal ℂ c) {V : E →ₗ[ℂ] E}
    (hV : V.IsSymmetric) (F : ι → E) :
    (∀ φ, ‖V φ - ∑ i, ⟪F i, φ⟫_ℂ • c i‖ = ‖residual c V φ‖) ↔ ∀ i, F i = V (c i) := by
  constructor
  · intro h i
    refine ext_inner_right ℂ fun φ => ?_
    rw [hV (c i) φ]
    exact (best_cancellation hc V φ (fun i => ⟪F i, φ⟫_ℂ)).2.mp (h φ) i
  · intro h φ
    refine (best_cancellation hc V φ (fun i => ⟪F i, φ⟫_ℂ)).2.mpr fun i => ?_
    rw [h i]
    exact hV (c i) φ
```

With this choice the operator is (1 − P)V, where P projects onto the core span. It is in general not Hermitian, which matters if it goes to an eigensolver that assumes a Hermitian matrix.

For symmetric V one can also say when core subtraction never helps. If ‖w‖ = ‖Vφ‖ for every φ, choose φ = Vc_i. The criterion for absent cancellation then gives

0 = ⟨c_i, V(Vc_i)⟩ = ⟨Vc_i, Vc_i⟩ = ‖Vc_i‖²,

so Vc_i = 0. Conversely, if V annihilates every core orbital, then ⟨c_i, Vφ⟩ = ⟨Vc_i, φ⟩ = 0 for every φ, and nothing is cancelled.

```lean
/-- For symmetric `V` and orthonormal core orbitals, cancellation is absent on every state
exactly when `V` annihilates every core orbital. -/
theorem no_cancellation_everywhere_iff {c : ι → E} (hc : Orthonormal ℂ c)
    {V : E →ₗ[ℂ] E} (hV : V.IsSymmetric) :
    (∀ φ, ‖residual c V φ‖ = ‖V φ‖) ↔ ∀ i, V (c i) = 0 := by
  constructor
  · intro h i
    -- test on the state `V (c i)`
    have hi := (no_cancellation_iff hc V (V (c i))).mp (h _) i
    rw [← hV (c i) (V (c i))] at hi
    exact inner_self_eq_zero.mp hi
  · intro h φ
    refine (no_cancellation_iff hc V φ).mpr fun i => ?_
    rw [← hV (c i) φ, h i, inner_zero_left]

end PhillipsKleinmanCancellation
```

```lean
#print axioms PhillipsKleinmanCancellation.norm_sq_core_combination
#print axioms PhillipsKleinmanCancellation.complete_cancellation_iff
#print axioms PhillipsKleinmanCancellation.optimal_pseudopotential_iff
#print axioms PhillipsKleinmanCancellation.no_cancellation_everywhere_iff
```

```
'PhillipsKleinmanCancellation.norm_sq_core_combination' depends on axioms: [propext, Classical.choice, Quot.sound]
'PhillipsKleinmanCancellation.complete_cancellation_iff' depends on axioms: [propext, Classical.choice, Quot.sound]
'PhillipsKleinmanCancellation.optimal_pseudopotential_iff' depends on axioms: [propext, Classical.choice, Quot.sound]
'PhillipsKleinmanCancellation.no_cancellation_everywhere_iff' depends on axioms: [propext, Classical.choice, Quot.sound]
```
